# Three repulsively coupled phases break time reversal in every ground state exactly when their inverse couplings form a non-degenerate triangle

Three condensates, such as those in the bands of a superconductor, can each prefer to be opposite in phase to the other two, and to find the compromise they reach we vary only the phases t1, t2, t3, keeping the amplitudes uniform and fixed. The amplitudes are then absorbed into three couplings A, B, C > 0. In a real material they respond to the phases, and that step from the model to the material is an assumption.

```lean
import Mathlib

open Real

namespace FrustratedThreeBand
```

## Energy, ground states and frustration

The Josephson energy is

E = A cos(t1 − t2) + B cos(t2 − t3) + C cos(t3 − t1).

With this sign a positive coupling favours a phase difference of π; many texts write −J cos instead. A Ginzburg–Landau term γ(ψ̄₁ψ₂ + ψ₁ψ̄₂), for example, gives A = 2γ|ψ₁||ψ₂|.

```lean
/-- Josephson energy of three condensates with phases `t1, t2, t3` and couplings `A, B, C`. -/
noncomputable def energy (A B C t1 t2 t3 : ℝ) : ℝ :=
  A * cos (t1 - t2) + B * cos (t2 - t3) + C * cos (t3 - t1)
```

A ground state is a global minimizer over all real phases. A common shift of the phases leaves E unchanged, so ground states come in families.

```lean
/-- A ground state is a global minimizer of the energy over all phases. -/
def IsGroundState (A B C t1 t2 t3 : ℝ) : Prop :=
  ∀ s1 s2 s3, energy A B C t1 t2 t3 ≤ energy A B C s1 s2 s3
```

All three pairs cannot be antiparallel at once, and this alone is often called frustration. `Frustrated` is narrower: 1/A, 1/B and 1/C must be the sides of a non-degenerate triangle.

```lean
/-- For nonzero couplings: the inverse couplings satisfy all three strict triangle
inequalities. -/
def Frustrated (A B C : ℝ) : Prop :=
  1 / A < 1 / B + 1 / C ∧ 1 / B < 1 / C + 1 / A ∧ 1 / C < 1 / A + 1 / B
```

## Time reversal up to a common phase

Time reversal is taken to conjugate the three order parameters, as it does for spin-singlet s-wave gaps, so t becomes −t. Since a common phase φ is unobservable, a state counts as invariant if −t and t + φ agree modulo 2π for all three phases, with the same φ. Lean expresses the agreement through cosine and sine.

```lean
/-- Reversing the sign of all three phases has the same effect as one common phase shift. -/
def TimeReversalInvariant (t1 t2 t3 : ℝ) : Prop :=
  ∃ φ : ℝ, ∀ t ∈ ({t1, t2, t3} : Set ℝ), cos (-t) = cos (t + φ) ∧ sin (-t) = sin (t + φ)
```

For an invariant state and any two of its phases s and t,

sin(s − t) = sin((s + φ) − (t + φ)) = sin(−s + t) = −sin(s − t),

so the sine vanishes. Conversely, let all three sines vanish and take φ = −2t1. Then

−t = −t1 + (t1 − t),  t + φ = −t1 − (t1 − t).

These angles differ by 2(t1 − t), a multiple of 2π. In Lean, the addition formulas give the same result once sin(t1 − t) is set to zero.

```lean
/-- A state is time-reversal invariant exactly when all phase differences have zero sine. -/
theorem timeReversalInvariant_iff (t1 t2 t3 : ℝ) : TimeReversalInvariant t1 t2 t3 ↔
    sin (t1 - t2) = 0 ∧ sin (t2 - t3) = 0 ∧ sin (t3 - t1) = 0 := by
  constructor
  · rintro ⟨φ, h⟩
    -- a phase difference is unchanged by the shift but reversed by time reversal
    have key : ∀ s ∈ ({t1, t2, t3} : Set ℝ), ∀ t ∈ ({t1, t2, t3} : Set ℝ),
        sin (s - t) = 0 := by
      intro s hs t ht
      obtain ⟨a, b⟩ := h s hs
      obtain ⟨c, d⟩ := h t ht
      rw [cos_neg] at a c
      rw [sin_neg] at b d
      have e : sin (s - t) = sin ((s + φ) - (t + φ)) := by
        congr 1
        ring
      rw [sin_sub (s + φ) (t + φ), ← a, ← b, ← c, ← d] at e
      linarith [sin_sub s t]
    exact ⟨key _ (by simp) _ (by simp), key _ (by simp) _ (by simp),
      key _ (by simp) _ (by simp)⟩
  · rintro ⟨h2, -, h3⟩
    have key : ∀ t, sin (t1 - t) = 0 →
        cos (-t) = cos (t + -2 * t1) ∧ sin (-t) = sin (t + -2 * t1) := by
      intro t h
      rw [show -t = -t1 + (t1 - t) by ring, show t + -2 * t1 = -t1 - (t1 - t) by ring,
        cos_add, sin_add, cos_sub (-t1) (t1 - t), sin_sub (-t1) (t1 - t), h]
      constructor <;> ring
    refine ⟨-2 * t1, ?_⟩
    rintro t (rfl | rfl | rfl)
    · exact key _ (by simp)
    · exact key _ h2
    · exact key _ (by rw [← neg_sub, sin_neg, h3, neg_zero])
```

## The energy as the length of a phasor sum

Multiplying 1/A < 1/B + 1/C by ABC > 0 gives BC < CA + AB. With the weights

p = CA,  q = AB,  r = BC,

the three conditions become r < p + q, p < q + r and q < r + p.

```lean
/-- For positive couplings, a triangle inequality for the inverse couplings is one for their
pairwise products. -/
theorem triangle_iff {A B C : ℝ} (hA : 0 < A) (hB : 0 < B) (hC : 0 < C) :
    1 / A < 1 / B + 1 / C ↔ B * C < C * A + A * B := by
  rw [div_add_div _ _ hB.ne' hC.ne', div_lt_div_iff₀ hA (mul_pos hB hC)]
  constructor <;> intro h <;> linarith
```

Expanding a squared length gives

|p e^(i t1) + q e^(i t2) + r e^(i t3)|² = p² + q² + r² + 2pq cos(t1 − t2) + 2qr cos(t2 − t3) + 2rp cos(t3 − t1).

Because pq = A·ABC, qr = B·ABC and rp = C·ABC, the cosine terms add up to 2ABC·E. Hence 2ABC·E ≥ −(p² + q² + r²), with equality when the phasors close into a triangle.

```lean
/-- Up to a constant, the energy times `2ABC` is the squared length of a weighted sum of the
three phasors. -/
theorem energy_identity (A B C t1 t2 t3 : ℝ) :
    2 * (A * B * C) * energy A B C t1 t2 t3 =
      (C * A * cos t1 + A * B * cos t2 + B * C * cos t3) ^ 2
      + (C * A * sin t1 + A * B * sin t2 + B * C * sin t3) ^ 2
      - ((C * A) ^ 2 + (A * B) ^ 2 + (B * C) ^ 2) := by
  simp only [energy, cos_sub]
  linear_combination -(C * A) ^ 2 * sin_sq_add_cos_sq t1
    - (A * B) ^ 2 * sin_sq_add_cos_sq t2 - (B * C) ^ 2 * sin_sq_add_cos_sq t3
```

## Frustrated couplings: the triangle closes

Set t1 = 0 and define

u = (r² − p² − q²)/(2pq),  s = √(1 − u²),  v = −(p + qu)/r.

The triangle inequalities give −1 < u < 1, since

1 + u = (r − p + q)(r + p − q)/(2pq),  1 − u = (p + q − r)(p + q + r)/(2pq).

The definition of u also gives 1 − v² = (qs/r)². Choose t2 = arccos u and t3 = −arccos v. The real part of the phasor sum is p + qu + rv = 0, and the imaginary part is qs − r(qs/r) = 0, so the bound is reached.

```lean
/-- For positive frustrated couplings some state has the energy
`-((CA)² + (AB)² + (BC)²) / (2ABC)`. -/
theorem exists_frustrated_state {A B C : ℝ} (hA : 0 < A) (hB : 0 < B) (hC : 0 < C)
    (hF : Frustrated A B C) : ∃ t2 t3, 2 * (A * B * C) * energy A B C 0 t2 t3 =
      -((C * A) ^ 2 + (A * B) ^ 2 + (B * C) ^ 2) := by
  have h1 := (triangle_iff hA hB hC).1 hF.1
  have h2 := (triangle_iff hB hC hA).1 hF.2.1
  have h3 := (triangle_iff hC hA hB).1 hF.2.2
  have hp0 := mul_pos hC hA
  have hq0 := mul_pos hA hB
  have hr0 := mul_pos hB hC
  have hid := energy_identity A B C 0
  generalize C * A = p at *
  generalize A * B = q at *
  generalize B * C = r at *
  -- the law of cosines fixes the second phase, closure of the triangle the third
  obtain ⟨u, hu⟩ : ∃ u, u = (r ^ 2 - p ^ 2 - q ^ 2) / (2 * p * q) := ⟨_, rfl⟩
  have hu' : 2 * p * q * u = r ^ 2 - p ^ 2 - q ^ 2 := by
    rw [hu]
    field_simp
  have hu1 : -1 ≤ u := by
    rw [hu, le_div_iff₀ (by positivity)]
    nlinarith [mul_pos (sub_pos.2 h2) (sub_pos.2 h3)]
  have hu2 : u ≤ 1 := by
    rw [hu, div_le_iff₀ (by positivity)]
    nlinarith [mul_pos (sub_pos.2 h1) (add_pos (add_pos hp0 hq0) hr0)]
  obtain ⟨s, hs⟩ : ∃ s, s = √(1 - u ^ 2) := ⟨_, rfl⟩
  have hs0 : 0 ≤ s := hs ▸ sqrt_nonneg _
  have hs2 : s ^ 2 = 1 - u ^ 2 := by
    rw [hs]
    exact sq_sqrt (by nlinarith)
  obtain ⟨v, hv⟩ : ∃ v, r * v = -(p + q * u) := ⟨-(p + q * u) / r, by field_simp⟩
  have hw : 1 - v ^ 2 = (q * s / r) ^ 2 := by
    rw [div_pow, eq_div_iff (by positivity)]
    linear_combination (-(r * v) + (p + q * u)) * hv - q ^ 2 * hs2 - hu'
  have hv2 : v ^ 2 ≤ 1 := by linarith [sq_nonneg (q * s / r)]
  have hc : r * (q * s / r) = q * s := by field_simp
  refine ⟨arccos u, -arccos v, ?_⟩
  rw [hid, cos_zero, sin_zero, cos_neg, sin_neg, cos_arccos hu1 hu2,
    cos_arccos (by nlinarith) (by nlinarith), sin_arccos, sin_arccos, hw,
    sqrt_sq (by positivity), ← hs,
    show p * 1 + q * u + r * v = 0 by linarith,
    show p * 0 + q * s + r * -(q * s / r) = 0 by linear_combination -hc]
  ring
```

Every ground state must therefore have a vanishing phasor sum. Moving the third phasor to the other side and squaring lengths gives

p² + q² + 2pq cos(t1 − t2) = r².

So cos(t1 − t2) = u. If sin(t1 − t2) were zero, the cosine would be ±1 and r² would equal (p ± q)², which the strict inequalities exclude.

```lean
/-- For positive frustrated couplings every ground state has a fixed value of `cos (t1 - t2)`,
and `sin (t1 - t2)` is nonzero. -/
theorem frustrated_angle {A B C t1 t2 t3 : ℝ} (hA : 0 < A) (hB : 0 < B) (hC : 0 < C)
    (hF : Frustrated A B C) (hg : IsGroundState A B C t1 t2 t3) :
    2 * (C * A) * (A * B) * cos (t1 - t2) = (B * C) ^ 2 - (C * A) ^ 2 - (A * B) ^ 2 ∧
      sin (t1 - t2) ≠ 0 := by
  obtain ⟨s2, s3, hs⟩ := exists_frustrated_state hA hB hC hF
  have hm := mul_le_mul_of_nonneg_left (hg 0 s2 s3)
    (show 0 ≤ 2 * (A * B * C) by positivity)
  rw [hs, energy_identity] at hm
  -- the phasor sum vanishes in a ground state
  have hX : C * A * cos t1 + A * B * cos t2 + B * C * cos t3 = 0 := by
    refine (pow_eq_zero_iff two_ne_zero).1 (le_antisymm ?_ (sq_nonneg _))
    linarith [sq_nonneg (C * A * sin t1 + A * B * sin t2 + B * C * sin t3)]
  have hY : C * A * sin t1 + A * B * sin t2 + B * C * sin t3 = 0 := by
    refine (pow_eq_zero_iff two_ne_zero).1 (le_antisymm ?_ (sq_nonneg _))
    linarith [sq_nonneg (C * A * cos t1 + A * B * cos t2 + B * C * cos t3)]
  have hcos : 2 * (C * A) * (A * B) * cos (t1 - t2) =
      (B * C) ^ 2 - (C * A) ^ 2 - (A * B) ^ 2 := by
    rw [cos_sub]
    linear_combination (C * A * cos t1 + A * B * cos t2 - B * C * cos t3) * hX
      + (C * A * sin t1 + A * B * sin t2 - B * C * sin t3) * hY
      - (C * A) ^ 2 * sin_sq_add_cos_sq t1 - (A * B) ^ 2 * sin_sq_add_cos_sq t2
      + (B * C) ^ 2 * sin_sq_add_cos_sq t3
  refine ⟨hcos, fun h0 => ?_⟩
  have h1 := (triangle_iff hA hB hC).1 hF.1
  have h2 := (triangle_iff hB hC hA).1 hF.2.1
  have h3 := (triangle_iff hC hA hB).1 hF.2.2
  have hpos : 0 < C * A + A * B + B * C := by positivity
  rcases sin_eq_zero_iff_cos_eq.1 h0 with h | h <;> rw [h] at hcos
  · linarith [mul_pos (sub_pos.2 h1) hpos]
  · linarith [mul_pos (sub_pos.2 h2) (sub_pos.2 h3)]
```

In a calculation with B = C = 1, the couplings are frustrated for A > 1/2, and the angle follows from

cos(t1 − t2) = 1/(2A²) − 1.

At A = 1 this is −1/2, or 120°; at A = 2 it is −7/8, about 151°. As A falls to 1/2 the angle closes to zero.

## Unfrustrated couplings: the phases lie on one line

Suppose 1/A ≥ 1/B + 1/C, so r ≥ p + q. Write b = t2 − t3, c = t3 − t1 and

G = p(1 + cos c) + q(1 + cos b) ≥ 0.

Measured from t3, the phasor sum has real part r − p − q + G and imaginary part q sin b − p sin c. Its squared length gives

2ABC(E − (A − B − C)) = G² + 2(r − p − q)G + (p sin c − q sin b)² ≥ G².

The state (0, 0, π) has energy A − B − C, so every ground state has G = 0, and thus cos b = cos c = −1. Conversely, these values give E ≤ A − B − C, which is the minimum. The inequality `gap` in the code is this bound.

```lean
/-- If all couplings are positive and `1/A ≥ 1/B + 1/C`, the ground states are exactly the
states in which the third phase is opposite to the other two. -/
theorem collinear_groundState_iff {A B C : ℝ} (hA : 0 < A) (hB : 0 < B) (hC : 0 < C)
    (h : 1 / B + 1 / C ≤ 1 / A) (t1 t2 t3 : ℝ) :
    IsGroundState A B C t1 t2 t3 ↔ cos (t2 - t3) = -1 ∧ cos (t3 - t1) = -1 := by
  have hk : C * A + A * B ≤ B * C :=
    not_lt.1 fun h' => not_lt_of_ge h ((triangle_iff hA hB hC).2 h')
  have hp := mul_pos hC hA
  have hq := mul_pos hA hB
  have hD : 0 < 2 * (A * B * C) := by positivity
  -- the excess energy over A - B - C is bounded below by a square
  have gap : ∀ s1 s2 s3, (C * A * (1 + cos (s3 - s1)) + A * B * (1 + cos (s2 - s3))) ^ 2 ≤
      2 * (A * B * C) * (energy A B C s1 s2 s3 - (A - B - C)) := by
    intro s1 s2 s3
    have ha : cos (s1 - s2) =
        cos (s2 - s3) * cos (s3 - s1) - sin (s2 - s3) * sin (s3 - s1) := by
      rw [← cos_add, ← cos_neg (s1 - s2)]
      congr 1
      ring
    have hg : 0 ≤ C * A * (1 + cos (s3 - s1)) + A * B * (1 + cos (s2 - s3)) :=
      add_nonneg (mul_nonneg hp.le (by linarith [neg_one_le_cos (s3 - s1)]))
        (mul_nonneg hq.le (by linarith [neg_one_le_cos (s2 - s3)]))
    have hid : 2 * (A * B * C) * (energy A B C s1 s2 s3 - (A - B - C)) =
        (C * A * (1 + cos (s3 - s1)) + A * B * (1 + cos (s2 - s3))) ^ 2
        + 2 * ((B * C - (C * A + A * B)) *
          (C * A * (1 + cos (s3 - s1)) + A * B * (1 + cos (s2 - s3))))
        + (C * A * sin (s3 - s1) - A * B * sin (s2 - s3)) ^ 2 := by
      rw [energy, ha]
      linear_combination -(C * A) ^ 2 * sin_sq_add_cos_sq (s3 - s1)
        - (A * B) ^ 2 * sin_sq_add_cos_sq (s2 - s3)
    linarith [mul_nonneg (sub_nonneg.2 hk) hg,
      sq_nonneg (C * A * sin (s3 - s1) - A * B * sin (s2 - s3))]
  constructor
  · intro hg
    have he : energy A B C 0 0 π = A - B - C := by
      rw [energy, sub_self, zero_sub, sub_zero, cos_zero, cos_neg, cos_pi]
      ring
    have hle := hg 0 0 π
    rw [he] at hle
    have h0 := (gap t1 t2 t3).trans
      (mul_nonpos_of_nonneg_of_nonpos hD.le (sub_nonpos.2 hle))
    have hz := (pow_eq_zero_iff two_ne_zero).1 (le_antisymm h0 (sq_nonneg _))
    have hb := neg_one_le_cos (t2 - t3)
    have hc := neg_one_le_cos (t3 - t1)
    constructor <;> nlinarith
  · rintro ⟨hb, hc⟩ s1 s2 s3
    have h1 : energy A B C t1 t2 t3 ≤ A - B - C := by
      rw [energy, hb, hc]
      nlinarith [cos_le_one (t1 - t2)]
    have h2 := nonneg_of_mul_nonneg_right ((sq_nonneg _).trans (gap s1 s2 s3)) hD
    linarith
```

The other two unfrustrated cases follow by relabelling, because E with couplings (A, B, C) at (t1, t2, t3) equals E with couplings (B, C, A) at (t2, t3, t1).

```lean
/-- Cyclic relabelling of the bands maps ground states to ground states. -/
theorem IsGroundState.cycle {A B C t1 t2 t3 : ℝ} (h : IsGroundState A B C t1 t2 t3) :
    IsGroundState B C A t2 t3 t1 := by
  intro s1 s2 s3
  have := h s3 s1 s2
  unfold energy at *
  linarith
```

A ground state always exists: the closed triangle if the couplings are frustrated, and a relabelled (0, 0, π) otherwise.

```lean
/-- For positive couplings a ground state exists. -/
theorem exists_groundState {A B C : ℝ} (hA : 0 < A) (hB : 0 < B) (hC : 0 < C) :
    ∃ t1 t2 t3, IsGroundState A B C t1 t2 t3 := by
  by_cases hF : Frustrated A B C
  · obtain ⟨t2, t3, ht⟩ := exists_frustrated_state hA hB hC hF
    refine ⟨0, t2, t3, fun s1 s2 s3 => ?_⟩
    refine le_of_mul_le_mul_left ?_ (show 0 < 2 * (A * B * C) by positivity)
    rw [ht, energy_identity]
    linarith [sq_nonneg (C * A * cos s1 + A * B * cos s2 + B * C * cos s3),
      sq_nonneg (C * A * sin s1 + A * B * sin s2 + B * C * sin s3)]
  · simp only [Frustrated, not_and_or, not_lt] at hF
    have hπ : cos (0 - π) = -1 ∧ cos (π - 0) = -1 := by simp
    rcases hF with h | h | h
    · exact ⟨_, _, _, (collinear_groundState_iff hA hB hC h 0 0 π).2 hπ⟩
    · exact ⟨_, _, _, ((collinear_groundState_iff hB hC hA h 0 0 π).2 hπ).cycle.cycle⟩
    · exact ⟨_, _, _, ((collinear_groundState_iff hC hA hB h 0 0 π).2 hπ).cycle⟩
```

## The criterion for one ground state and for all

If the couplings are not frustrated, two pairs are antiparallel. The third difference is, up to sign, the sum of the other two, so all three sines vanish and the state is invariant. If they are frustrated, sin(t1 − t2) ≠ 0 breaks the invariance.

```lean
/-- For positive couplings, a given ground state breaks time reversal exactly when the
couplings are frustrated. -/
theorem groundState_breaks_iff {A B C t1 t2 t3 : ℝ} (hA : 0 < A) (hB : 0 < B) (hC : 0 < C)
    (hg : IsGroundState A B C t1 t2 t3) :
    ¬ TimeReversalInvariant t1 t2 t3 ↔ Frustrated A B C := by
  rw [timeReversalInvariant_iff]
  constructor
  · intro hT
    by_contra hF
    apply hT
    -- two antiparallel pairs force all three phases onto one line
    have key : ∀ x y z : ℝ, cos (y - z) = -1 ∧ cos (z - x) = -1 →
        sin (x - y) = 0 ∧ sin (y - z) = 0 ∧ sin (z - x) = 0 := by
      rintro x y z ⟨h1, h2⟩
      have hb := sin_eq_zero_iff_cos_eq.2 (Or.inr h1)
      have hc := sin_eq_zero_iff_cos_eq.2 (Or.inr h2)
      refine ⟨?_, hb, hc⟩
      rw [show x - y = -((y - z) + (z - x)) by ring, sin_neg, sin_add, hb, hc]
      ring
    simp only [Frustrated, not_and_or, not_lt] at hF
    rcases hF with h | h | h
    · exact key _ _ _ ((collinear_groundState_iff hA hB hC h _ _ _).1 hg)
    · obtain ⟨a, b, c⟩ := key _ _ _ ((collinear_groundState_iff hB hC hA h _ _ _).1 hg.cycle)
      exact ⟨c, a, b⟩
    · obtain ⟨a, b, c⟩ :=
        key _ _ _ ((collinear_groundState_iff hC hA hB h _ _ _).1 hg.cycle.cycle)
      exact ⟨b, c, a⟩
  · exact fun hF hT => (frustrated_angle hA hB hC hF hg).2 hT.1
```

The final theorem says that, for positive real A, B, C, every global minimizer has at least one phase difference with nonzero sine if and only if all three strict triangle inequalities hold. "Chiral" in its name means only this nonzero sine. Existence is needed from left to right, where one actual ground state is examined.

```lean
/-- For positive couplings, every ground state has a phase difference with nonzero sine if and
only if the inverse couplings satisfy all three strict triangle inequalities. -/
theorem all_groundStates_chiral_iff {A B C : ℝ} (hA : 0 < A) (hB : 0 < B) (hC : 0 < C) :
    (∀ t1 t2 t3, IsGroundState A B C t1 t2 t3 →
      sin (t1 - t2) ≠ 0 ∨ sin (t2 - t3) ≠ 0 ∨ sin (t3 - t1) ≠ 0) ↔
    1 / A < 1 / B + 1 / C ∧ 1 / B < 1 / C + 1 / A ∧ 1 / C < 1 / A + 1 / B := by
  constructor
  · intro h
    obtain ⟨t1, t2, t3, hg⟩ := exists_groundState hA hB hC
    refine (groundState_breaks_iff hA hB hC hg).1 fun hT => ?_
    obtain ⟨a, b, c⟩ := (timeReversalInvariant_iff _ _ _).1 hT
    rcases h _ _ _ hg with h | h | h
    · exact h a
    · exact h b
    · exact h c
  · exact fun hF t1 t2 t3 hg => Or.inl (frustrated_angle hA hB hC hF hg).2

end FrustratedThreeBand
```

```lean
#print axioms FrustratedThreeBand.groundState_breaks_iff
#print axioms FrustratedThreeBand.all_groundStates_chiral_iff
```

```
'FrustratedThreeBand.groundState_breaks_iff' depends on axioms: [propext, Classical.choice, Quot.sound]
'FrustratedThreeBand.all_groundStates_chiral_iff' depends on axioms: [propext, Classical.choice, Quot.sound]
```

Positivity of all three couplings cannot be weakened to A > 0 and BC > 0. Take A = 1 and B = C = −1. Shifting t3 by π turns this into the case of three equal positive couplings, so every ground state has sin(t1 − t2) ≠ 0, yet 1 < −1 − 1 is false.

For a three-band superconductor with spin-singlet s-wave pairing, in mean-field theory with fixed, uniform gap amplitudes, suppose that the phase-dependent part of the energy is E, without higher harmonics, and that all three couplings are positive. The criterion then decides whether the relative phases of the gaps make the ground state intrinsically complex or leave it real up to a common phase.
